# Linear independence of Krylov vectors for a start vector with distinct spectral components

A Krylov-subspace code that looks for low-lying states of a Hamiltonian \(H\) too large to diagonalise picks a start vector \(v\), applies \(H\) repeatedly, and works in the span of \(v, Hv, H^2v, \dots\). Each application costs one matrix-vector product, so one asks for how many steps it yields a new direction. In exact arithmetic the count depends on how many distinct energy levels \(v\) has weight on.

## The result

Let \(A\) be a linear map on a vector space \(V\) over a field \(K\), and \(m\) a natural number. Let \(u_0, \dots, u_{m-1}\) satisfy \(A u_i = \mu_i u_i\) with \(\mu_i \in K\), and put \(v = \sum_i u_i\). Write \(\mathcal K_n\) for the span of \(v, Av, \dots, A^{n-1}v\). Then:

- \(v, Av, \dots, A^{m-1}v\) are linearly independent if and only if the \(\mu_i\) are pairwise distinct and every \(u_i\) is nonzero;
- under these two conditions \(\dim \mathcal K_n = n\) for every \(n \le m\);
- if the \(\mu_i\) are pairwise distinct, \(\mathcal K_m\) is the span of the \(u_i\).

## Where a code relies on it

In exact arithmetic a Lanczos or Arnoldi routine generates orthonormal vectors \(q_0, \dots, q_{n-1}\) such that \(q_0, \dots, q_{j-1}\) span \(\mathcal K_j\) for each \(j \le n\), forms \(H q_{n-1}\), removes its components in \(\mathcal K_n\), and divides the remainder by its norm \(\beta_n\) unless that is zero. By this nesting \(q_{n-1}\) is a nonzero multiple of \(H^{n-1}v\) plus a vector of \(\mathcal K_{n-1}\), so \(H q_{n-1}\) is a nonzero multiple of \(H^n v\) plus a vector of \(\mathcal K_n\), and the remainder is nonzero exactly when \(\mathcal K_{n+1}\) is larger than \(\mathcal K_n\). For a finite Hermitian \(H\) in exact arithmetic, take the \(u_i\) to be the nonzero projections of \(v\) on the eigenspaces: then \(\beta_n \neq 0\) for \(1 \le n < m\), and \(\beta_m = 0\) because \(H\) maps the span of the \(u_i\) into itself. A degenerate level counts once, and a level on which \(v\) has no weight, for instance by symmetry, never enters the Krylov space.

## Derivation

**Powers.** From \(A u = \mu u\) and \(A^k u = \mu^k u\) follows \(A^{k+1}u = \mu^k A u = \mu^{k+1}u\). By linearity \(A^k v = \sum_i \mu_i^k u_i\).

**Combinations.** Let \(W\) be the \(m \times m\) Vandermonde matrix \(W_{ik} = \mu_i^k\), with \(i, k = 0, \dots, m-1\). For coefficients \(c_0, \dots, c_{m-1}\), exchanging the sums gives
\[
\sum_k c_k A^k v = \sum_i \Big(\sum_k \mu_i^k c_k\Big) u_i = \sum_i (Wc)_i\, u_i. \tag{1}
\]

**Independence.** Let the \(\mu_i\) be distinct and the \(u_i\) nonzero. The \(u_i\) are independent: applying \(\prod_{i \neq j}(A - \mu_i)\) to a relation \(\sum_i d_i u_i = 0\) with scalars \(d_i\) leaves \(d_j \prod_{i \ne j}(\mu_j - \mu_i)\, u_j = 0\), so \(d_j = 0\). If the left side of (1) vanishes, then \(Wc = 0\). Since \(\det W = \prod_{i<j}(\mu_j - \mu_i) \neq 0\), this forces \(c = 0\). The first \(n \le m\) of these independent vectors are independent too, so \(\dim \mathcal K_n = n\).

**Extraction.** For distinct \(\mu_i\), put \(c_k = (W^{-1})_{kj}\) in (1). Then \((Wc)_i = \delta_{ij}\), and
\[
u_j = \sum_k (W^{-1})_{kj}\, A^k v. \tag{2}
\]
So each \(u_j\) lies in \(\mathcal K_m\), each \(A^k v\) lies in the span of the \(u_i\), and the two spaces agree.

**Converse.** If two eigenvalues coincide, \(\det W = 0\), some \(c \neq 0\) has \(Wc = 0\), and (1) is a nontrivial relation. If they are distinct but \(u_j = 0\), then (2) is a relation whose coefficients are not all zero, because \((W W^{-1})_{jj} = 1\).

**A neighbouring result.** The polynomial \(\ell_j(x) = \sum_k (W^{-1})_{kj} x^k\) has degree below \(m\) and \(\ell_j(\mu_i) = \delta_{ij}\), so it is the Lagrange polynomial \(\prod_{i \neq j} (x - \mu_i)/(\mu_j - \mu_i)\), and (2) reads \(u_j = \ell_j(A)\, v\).

**Two sites.** Take \(H = \begin{pmatrix} 0 & -1 \\ -1 & 0\end{pmatrix}\), \(u_0 = (1,1)\) with \(\mu_0 = -1\), and \(u_1 = (1,-1)\) with \(\mu_1 = 1\). Then \(v = (2,0)\) and \(Hv = (0,-2)\), which are independent, and
\[
W = \begin{pmatrix} 1 & -1 \\ 1 & 1 \end{pmatrix}, \qquad \det W = 2, \qquad W^{-1} = \tfrac12 \begin{pmatrix} 1 & 1 \\ -1 & 1 \end{pmatrix}.
\]
Column 0 gives \(\tfrac12 v - \tfrac12 Hv = (1,1) = u_0\), and column 1 gives \(\tfrac12 v + \tfrac12 Hv = (1,-1) = u_1\). The normalised start vector is \((1,0)\), a particle on site 0, with amplitude \(1/\sqrt2\) on each of the normalised states \((1, \pm 1)/\sqrt2\).

## The Lean file

```lean
import Mathlib

open Matrix

namespace KrylovVandermonde

noncomputable section

variable {K V : Type*} [Field K] [AddCommGroup V] [Module K V]

/-- The `k`-th Krylov vector `A^k v` of the operator `A` and the start vector `v`. -/
def krylovVec (A : Module.End K V) (v : V) (k : ℕ) : V := (A ^ k) v

/-- The Krylov space spanned by `v, A v, ..., A^(m-1) v`. -/
def krylovSpace (A : Module.End K V) (v : V) (m : ℕ) : Submodule K V :=
  Submodule.span K (Set.range fun k : Fin m => krylovVec A v k)

/-- If `A u = μ u`, then `A^k u = μ^k u`. -/
theorem krylovVec_eigen (A : Module.End K V) (u : V) (μ : K) (hu : A u = μ • u) (k : ℕ) :
    krylovVec A u k = μ ^ k • u := by
  induction k with
  | zero => simp [krylovVec]
  | succ k ih =>
    have h : krylovVec A u (k + 1) = A (krylovVec A u k) := by
      unfold krylovVec
      rw [pow_succ']
      rfl
    rw [h, ih, map_smul, hu, smul_smul, pow_succ]

/-- If `v = ∑ uᵢ` with `A uᵢ = μᵢ uᵢ`, then `A^k v = ∑ μᵢ^k uᵢ`. -/
theorem krylovVec_sum {ι : Type*} [Fintype ι] (A : Module.End K V) (u : ι → V) (μ : ι → K)
    (hu : ∀ i, A (u i) = μ i • u i) (k : ℕ) :
    krylovVec A (∑ i, u i) k = ∑ i, μ i ^ k • u i := by
  have h : krylovVec A (∑ i, u i) k = ∑ i, krylovVec A (u i) k := by
    unfold krylovVec
    exact map_sum _ _ _
  rw [h]
  exact Finset.sum_congr rfl fun i _ => krylovVec_eigen A (u i) (μ i) (hu i) k

/-- Nonzero eigenvectors with pairwise distinct eigenvalues are linearly independent. -/
theorem eigenvectors_independent {ι : Type*} (A : Module.End K V) (u : ι → V) (μ : ι → K)
    (hu : ∀ i, A (u i) = μ i • u i) (hne : ∀ i, u i ≠ 0) (hμ : Function.Injective μ) :
    LinearIndependent K u := by
  refine Module.End.eigenvectors_linearIndependent' A μ hμ u fun i => ?_
  exact ⟨Module.End.mem_eigenspace_iff.mpr (hu i), hne i⟩

/-- For `v = ∑ uᵢ` with `A uᵢ = μᵢ uᵢ`, the combination `∑ cₖ A^k v` equals `∑ (W c)ᵢ uᵢ`,
where `W` is the Vandermonde matrix with entries `μᵢ^k`. -/
theorem krylov_combination {m : ℕ} (A : Module.End K V) (u : Fin m → V) (μ : Fin m → K)
    (hu : ∀ i, A (u i) = μ i • u i) (c : Fin m → K) :
    ∑ k : Fin m, c k • krylovVec A (∑ i, u i) k = ∑ i, (vandermonde μ *ᵥ c) i • u i := by
  calc ∑ k : Fin m, c k • krylovVec A (∑ i, u i) k
      = ∑ k : Fin m, ∑ i, (μ i ^ (k : ℕ) * c k) • u i := by
        refine Finset.sum_congr rfl fun k _ => ?_
        rw [krylovVec_sum A u μ hu, Finset.smul_sum]
        refine Finset.sum_congr rfl fun i _ => ?_
        rw [smul_smul, mul_comm]
    _ = ∑ i, ∑ k : Fin m, (μ i ^ (k : ℕ) * c k) • u i := Finset.sum_comm
    _ = ∑ i, (vandermonde μ *ᵥ c) i • u i := by
        refine Finset.sum_congr rfl fun i _ => ?_
        have h : (vandermonde μ *ᵥ c) i = ∑ k : Fin m, μ i ^ (k : ℕ) * c k := by
          simp only [Matrix.mulVec, dotProduct, Matrix.vandermonde_apply]
        rw [h, Finset.sum_smul]

/-- If `v` is a sum of `m` nonzero eigenvectors of `A` with pairwise distinct eigenvalues,
then `v, A v, ..., A^(m-1) v` are linearly independent. -/
theorem krylov_linearIndependent {m : ℕ} (A : Module.End K V) (u : Fin m → V) (μ : Fin m → K)
    (hu : ∀ i, A (u i) = μ i • u i) (hne : ∀ i, u i ≠ 0) (hμ : Function.Injective μ) :
    LinearIndependent K fun k : Fin m => krylovVec A (∑ i, u i) k := by
  rw [Fintype.linearIndependent_iff]
  intro c hc
  have hc' : ∑ i, (vandermonde μ *ᵥ c) i • u i = 0 :=
    (krylov_combination A u μ hu c).symm.trans hc
  -- independence of the eigenvectors gives `W c = 0`
  have hz : ∀ i, (vandermonde μ *ᵥ c) i = 0 :=
    Fintype.linearIndependent_iff.mp (eigenvectors_independent A u μ hu hne hμ) _ hc'
  -- the Vandermonde determinant does not vanish
  have hdet : (vandermonde μ).det ≠ 0 := Matrix.det_vandermonde_ne_zero_iff.mpr hμ
  have hc0 : c = 0 := by
    by_contra h
    exact hdet (Matrix.exists_mulVec_eq_zero_iff.mp ⟨c, h, funext hz⟩)
  exact fun k => congrFun hc0 k

/-- For pairwise distinct eigenvalues, the component `uⱼ` of `v = ∑ uᵢ` is the combination of
`v, ..., A^(m-1) v` with the `j`-th column of the inverse Vandermonde matrix as coefficients. -/
theorem eigenvector_extraction {m : ℕ} (A : Module.End K V) (u : Fin m → V) (μ : Fin m → K)
    (hu : ∀ i, A (u i) = μ i • u i) (hμ : Function.Injective μ) (j : Fin m) :
    ∑ k : Fin m, (vandermonde μ)⁻¹ k j • krylovVec A (∑ i, u i) k = u j := by
  have hdet : (vandermonde μ).det ≠ 0 := Matrix.det_vandermonde_ne_zero_iff.mpr hμ
  have h : ∀ i, (vandermonde μ *ᵥ fun k => (vandermonde μ)⁻¹ k j) i
      = if i = j then (1 : K) else 0 := by
    intro i
    have h1 : (vandermonde μ *ᵥ fun k => (vandermonde μ)⁻¹ k j) i
        = (vandermonde μ * (vandermonde μ)⁻¹) i j := by
      simp only [Matrix.mulVec, dotProduct, Matrix.mul_apply]
    rw [h1, Matrix.mul_nonsing_inv _ (isUnit_iff_ne_zero.mpr hdet), Matrix.one_apply]
  calc ∑ k : Fin m, (vandermonde μ)⁻¹ k j • krylovVec A (∑ i, u i) k
      = ∑ i, (vandermonde μ *ᵥ fun k => (vandermonde μ)⁻¹ k j) i • u i :=
        krylov_combination A u μ hu (fun k => (vandermonde μ)⁻¹ k j)
    _ = ∑ i, (if i = j then (1 : K) else 0) • u i :=
        Finset.sum_congr rfl fun i _ => by rw [h i]
    _ = u j := by simp

/-- For `v = ∑ uᵢ` with `A uᵢ = μᵢ uᵢ`, the vectors `v, ..., A^(m-1) v` are linearly independent
exactly when the `μᵢ` are pairwise distinct and every `uᵢ` is nonzero. -/
theorem krylov_linearIndependent_iff {m : ℕ} (A : Module.End K V) (u : Fin m → V)
    (μ : Fin m → K) (hu : ∀ i, A (u i) = μ i • u i) :
    (LinearIndependent K fun k : Fin m => krylovVec A (∑ i, u i) k) ↔
      Function.Injective μ ∧ ∀ i, u i ≠ 0 := by
  refine ⟨fun hli => ?_, fun h => krylov_linearIndependent A u μ hu h.2 h.1⟩
  have hcoef := Fintype.linearIndependent_iff.mp hli
  -- a repeated eigenvalue gives a kernel vector of `W`, hence a linear relation
  have hμ : Function.Injective μ := by
    by_contra hn
    have hdet : (vandermonde μ).det = 0 := by
      by_contra hd
      exact hn (Matrix.det_vandermonde_ne_zero_iff.mp hd)
    obtain ⟨c, hc0, hc⟩ := Matrix.exists_mulVec_eq_zero_iff.mpr hdet
    have hsum : ∑ k : Fin m, c k • krylovVec A (∑ i, u i) k = 0 := by
      rw [krylov_combination A u μ hu c, hc]
      simp
    exact hc0 (funext (hcoef c hsum))
  refine ⟨hμ, fun j hj => ?_⟩
  -- a vanishing component would force a column of `W⁻¹` to vanish
  have hdet : (vandermonde μ).det ≠ 0 := Matrix.det_vandermonde_ne_zero_iff.mpr hμ
  have hz : ∀ k, (vandermonde μ)⁻¹ k j = 0 :=
    hcoef (fun k => (vandermonde μ)⁻¹ k j) ((eigenvector_extraction A u μ hu hμ j).trans hj)
  have h1 : (vandermonde μ * (vandermonde μ)⁻¹) j j = 1 := by
    rw [Matrix.mul_nonsing_inv _ (isUnit_iff_ne_zero.mpr hdet), Matrix.one_apply_eq]
  rw [Matrix.mul_apply] at h1
  simp [hz] at h1

/-- For `v = ∑ uᵢ` with `A uᵢ = μᵢ uᵢ` and `m` pairwise distinct `μᵢ`, the Krylov space of
order `m` is the span of the `uᵢ`. -/
theorem krylovSpace_eq_span {m : ℕ} (A : Module.End K V) (u : Fin m → V) (μ : Fin m → K)
    (hu : ∀ i, A (u i) = μ i • u i) (hμ : Function.Injective μ) :
    krylovSpace A (∑ i, u i) m = Submodule.span K (Set.range u) := by
  unfold krylovSpace
  apply le_antisymm
  · rw [Submodule.span_le]
    rintro _ ⟨k, rfl⟩
    show krylovVec A (∑ i, u i) k ∈ Submodule.span K (Set.range u)
    rw [krylovVec_sum A u μ hu]
    exact Submodule.sum_mem _ fun i _ =>
      Submodule.smul_mem _ _ (Submodule.subset_span ⟨i, rfl⟩)
  · rw [Submodule.span_le]
    rintro _ ⟨j, rfl⟩
    show u j ∈ Submodule.span K (Set.range fun k : Fin m => krylovVec A (∑ i, u i) k)
    rw [← eigenvector_extraction A u μ hu hμ j]
    exact Submodule.sum_mem _ fun k _ =>
      Submodule.smul_mem _ _ (Submodule.subset_span ⟨k, rfl⟩)

/-- If `v` is a sum of `m` nonzero eigenvectors with pairwise distinct eigenvalues, the Krylov
space of order `n` has dimension `n` for every `n ≤ m`. -/
theorem finrank_krylovSpace {m : ℕ} (A : Module.End K V) (u : Fin m → V) (μ : Fin m → K)
    (hu : ∀ i, A (u i) = μ i • u i) (hne : ∀ i, u i ≠ 0) (hμ : Function.Injective μ)
    {n : ℕ} (hn : n ≤ m) :
    Module.finrank K (krylovSpace A (∑ i, u i) n) = n := by
  have h2 : LinearIndependent K fun k : Fin n => krylovVec A (∑ i, u i) k :=
    (krylov_linearIndependent A u μ hu hne hμ).comp (Fin.castLE hn) (Fin.castLE_injective hn)
  exact (finrank_span_eq_card h2).trans (Fintype.card_fin n)

/-- For `v = ∑ cᵢ φᵢ` with `m` nonzero eigenvectors `φᵢ` of pairwise distinct eigenvalues,
`v, ..., A^(m-1) v` are linearly independent exactly when every amplitude `cᵢ` is nonzero. -/
theorem krylov_linearIndependent_iff_amplitudes {m : ℕ} (A : Module.End K V) (φ : Fin m → V)
    (μ : Fin m → K) (hφ : ∀ i, A (φ i) = μ i • φ i) (hne : ∀ i, φ i ≠ 0)
    (hμ : Function.Injective μ) (c : Fin m → K) :
    (LinearIndependent K fun k : Fin m => krylovVec A (∑ i, c i • φ i) k) ↔ ∀ i, c i ≠ 0 := by
  have hu : ∀ i, A (c i • φ i) = μ i • c i • φ i := by
    intro i
    rw [map_smul, hφ i]
    exact smul_comm _ _ _
  refine (krylov_linearIndependent_iff A (fun i => c i • φ i) μ hu).trans ⟨?_, ?_⟩
  · intro h i hi
    have h0 : c i • φ i = 0 := by rw [hi, zero_smul]
    exact h.2 i h0
  · intro h
    exact ⟨hμ, fun i => smul_ne_zero (h i) (hne i)⟩

/-- The two-site hopping Hamiltonian with hopping element `-1`. -/
def dimerHamiltonian : Module.End ℝ (Fin 2 → ℝ) := Matrix.toLin' !![0, -1; -1, 0]

/-- The vectors `(1, 1)` and `(1, -1)` on two sites. -/
def dimerVec : Fin 2 → Fin 2 → ℝ := ![![1, 1], ![1, -1]]

/-- The energies `-1` and `1`. -/
def dimerEnergy : Fin 2 → ℝ := ![-1, 1]

/-- The vectors `(1, 1)` and `(1, -1)` are nonzero eigenvectors of the two-site hopping
Hamiltonian with distinct energies `-1` and `1`, and for their sum `v` the vectors `v, H v`
are linearly independent. -/
theorem krylov_linearIndependent_witness :
    (∀ i, dimerHamiltonian (dimerVec i) = dimerEnergy i • dimerVec i) ∧
      (∀ i, dimerVec i ≠ 0) ∧ Function.Injective dimerEnergy ∧
      LinearIndependent ℝ fun k : Fin 2 => krylovVec dimerHamiltonian (∑ i, dimerVec i) k := by
  have h1 : ∀ i, dimerHamiltonian (dimerVec i) = dimerEnergy i • dimerVec i := by
    intro i
    ext j
    fin_cases i <;> fin_cases j <;>
      simp [dimerHamiltonian, dimerVec, dimerEnergy, Matrix.toLin'_apply, Matrix.mulVec,
        dotProduct, Fin.sum_univ_two]
  have h2 : ∀ i, dimerVec i ≠ 0 := by
    intro i h
    have h0 := congrFun h 0
    fin_cases i <;> simp [dimerVec] at h0
  have h3 : Function.Injective dimerEnergy := by
    intro a b h
    fin_cases a <;> fin_cases b <;>
      first
        | rfl
        | (exfalso; norm_num [dimerEnergy] at h)
  exact ⟨h1, h2, h3, krylov_linearIndependent _ _ _ h1 h2 h3⟩

end

end KrylovVandermonde
```

```lean
#print axioms KrylovVandermonde.krylov_linearIndependent_iff
-- 'KrylovVandermonde.krylov_linearIndependent_iff' depends on axioms: [propext, Classical.choice, Quot.sound]
#print axioms KrylovVandermonde.krylovSpace_eq_span
-- 'KrylovVandermonde.krylovSpace_eq_span' depends on axioms: [propext, Classical.choice, Quot.sound]
#print axioms KrylovVandermonde.finrank_krylovSpace
-- 'KrylovVandermonde.finrank_krylovSpace' depends on axioms: [propext, Classical.choice, Quot.sound]
#print axioms KrylovVandermonde.krylov_linearIndependent_iff_amplitudes
-- 'KrylovVandermonde.krylov_linearIndependent_iff_amplitudes' depends on axioms: [propext, Classical.choice, Quot.sound]
```

## Reading the statements and proofs

The operator is `A : Module.End K V`, `krylovVec A v k` is \(A^k v\), and `krylovSpace A v m` is \(\mathcal K_m\). Indices in `Fin m` run from \(0\) to \(m-1\). The start vector appears as `∑ i, u i`. The hypothesis `hu` is the eigenvalue equation, which a zero vector also satisfies, `hne` makes the components nonzero, and `hμ : Function.Injective μ` makes the eigenvalues pairwise distinct.

`krylovVec_eigen` is the induction on \(k\), and `krylovVec_sum` extends it by linearity. `krylov_combination` is (1), with `Finset.sum_comm` exchanging the sums and `vandermonde μ *ᵥ c` standing for \(Wc\). `eigenvectors_independent` takes the independence of the \(u_i\) from Mathlib instead of repeating the product argument. In `krylov_linearIndependent`, `hz` is \(Wc = 0\), `hdet` is \(\det W \neq 0\), and `Matrix.exists_mulVec_eq_zero_iff` excludes a nonzero kernel vector. `eigenvector_extraction` is (2) and does not assume `hne`; nor does `krylovSpace_eq_span`, which proves the two inclusions separately. `krylov_linearIndependent_iff` follows the two cases of the converse. `finrank_krylovSpace` restricts the independent family along `Fin.castLE hn` and counts it.

`krylov_linearIndependent_iff_amplitudes` treats \(v = \sum_i c_i \varphi_i\), where `c` now holds amplitudes on \(m\) nonzero eigenvectors \(\varphi_i\) with distinct eigenvalues: the \(m\) Krylov vectors are independent exactly when every \(c_i \neq 0\). It applies the equivalence to \(u_i = c_i \varphi_i\). `krylov_linearIndependent_witness` checks `hu`, `hne` and `hμ` for the two-site model, with the unnormalised vectors above, and concludes that \(v\) and \(Hv\) are independent.

## Scope for a code

The theorems hold over any field and for \(V\) of any dimension, and use no inner product or Hermiticity. For \(m = 1\) the equivalence says that the single vector \(v = u_0\) is independent exactly when \(u_0 \neq 0\), and for \(m = 0\) the family is empty. The decomposition of \(v\) into finitely many eigenvectors is assumed, which leaves out start vectors with weight on infinitely many levels, on a continuum, or on generalised eigenvectors of a defective matrix. The dimension formula is stated for \(n \le m\) only.

Independence here is exact and carries no bound on conditioning. Close eigenvalues make \(W\) nearly singular, and a small \(u_i\) gives a direction that is present but hard to resolve, so the raw vectors \(A^k v\) may be numerically dependent before step \(m\). Rounding, loss of orthogonality and convergence of the approximate eigenvalues are not addressed. The statements about \(\beta_n\), the Lagrange form of (2) and the explicit \(W^{-1}\) of the two-site model rest on the arguments in the text and were not checked in Lean.
